# Laplacian-preconditioned descent on a pinned spring network: a contraction bound set by the stiffness range

## Will a larger network need more steps?

I am relaxing a spring network with some sites clamped, and I keep only the free sites as unknowns: a clamped site has displacement zero, every other site one scalar displacement. Plain steepest descent slows down as my chains get longer. If I precondition with the same network with all springs set to one, does the slowdown go away, even when the real stiffnesses vary from bond to bond?

## The stiffness range bounds the rate, bond by bond

The slowdown goes away if the unit-spring matrix $P$ is positive definite, which means physically that every connected cluster of free sites is tied to a clamped one. For a fixed range $[a,b]$ of positive stiffnesses and the fixed step length $2/(a+b)$, the bound on the number of steps that cut the error, measured in the norm of $P$, by a given factor then doesn't depend on size, though each step still requires a solve with $P$.

Let $s_e(x)=x_i-x_j$ be the stretch of bond $e$ between sites $i$ and $j$, and let $0<a\le k_e\le b$ bound its stiffness. The stiffness matrix $H$ satisfies
$$\langle z,Hx\rangle=\sum_e k_e\,s_e(z)s_e(x),$$
and $P$ is the case $k_e=1$. Comparing term by term,
$$a\langle x,Px\rangle\le\langle x,Hx\rangle\le b\langle x,Px\rangle.$$

**Eigenvalues.** Let $P^{-1}Hv=\mu v$ with $v=u+iw\ne0$, where $u,w$ are real. Then $Hv=\mu Pv$. Taking the product with $v^\dagger$ and using symmetry,
$$\langle u,Hu\rangle+\langle w,Hw\rangle=\mu\,(\langle u,Pu\rangle+\langle w,Pw\rangle).$$
The bracket is positive, so $\mu$ is real and lies in $[a,b]$.

**Contraction.** Put $\tau=2/(a+b)$, $q=(b-a)/(b+a)$ and $y=x-\tau P^{-1}Hx$. Then $Py=Px-\tau Hx$, so
$$\langle y,Py\rangle=\sum_e c_e\,s_e(y)s_e(x),\qquad c_e=1-\tau k_e.$$
Since $q^2-c_e^2=4(k_e-a)(b-k_e)/(a+b)^2\ge0$, each term is at most $\tfrac12q^2s_e(x)^2+\tfrac12s_e(y)^2$. Summing gives $\langle y,Py\rangle\le\tfrac12q^2\langle x,Px\rangle+\tfrac12\langle y,Py\rangle$, hence
$$\langle y,Py\rangle\le q^2\langle x,Px\rangle.$$

Under a constant load $f$ with equilibrium $Hx_{\rm eq}=f$, the error $x-x_{\rm eq}$ obeys the same update, so $N$ steps multiply its squared $P$-norm by at most $q^{2N}$.

**Numbers.** Take the chain clamp–1–2–clamp with stiffnesses $1,3,1$, so $a=1$, $b=3$, $\tau=q=\tfrac12$. The displacement $(1,1)$ has eigenvalue $1$ and is halved: $\langle x,Px\rangle$ is multiplied by $\tfrac14=q^2$. The displacement $(1,-1)$ has eigenvalue $7/3$ and is multiplied by $-\tfrac16$.

The upper bound $k_e\le b$ matters for the contraction. With the same $a$ and $b$, one site tethered by a spring of stiffness $5$ goes from $x$ to $-\tfrac32x$, and the error grows.

## What the Lean statements say

In `Network V E`, each bond has a `head` and a `tail` in `Option V`, with `none` for a clamped site. `stiffness` is $B^{\mathsf T}\mathrm{diag}(k)B$, with $B$ the `incidence` matrix, and `laplacian` is $P$. The elastic energy is half of $\langle x,Hx\rangle$; `energy_bounds` concerns the form without the half.

`eigenvalue_mem` covers complex eigenvalues, `contraction` one unloaded step, and `convergence` $N$ loaded steps, with the equilibrium `xeq` supplied as a hypothesis. `contraction_sharp` shows that two separately tethered sites with stiffnesses $a$ and $b$ attain the factor exactly for every displacement.

This bears on preconditioned geometry optimization in the harmonic model with scalar displacements and fixed positive stiffnesses. A real relaxation generally has an anharmonic energy surface, for which these theorems give no bound.

```lean
import Mathlib

open Matrix

namespace PinnedSpringNetwork

noncomputable section

/-- A network of bonds `E` between free sites `V` and pinned sites; each bond has two ends,
and the value `none` stands for a pinned site. -/
structure Network (V E : Type*) where
  head : E → Option V
  tail : E → Option V

variable {V E : Type*} [Fintype V] [DecidableEq V] [Fintype E] [DecidableEq E]

/-- The displacement of a site: `x i` at the free site `i`, zero at a pinned site. -/
def disp (x : V → ℝ) (o : Option V) : ℝ := o.elim 0 x

/-- The stretch of a bond is the difference of the displacements of its two ends. -/
def Network.stretch (G : Network V E) (x : V → ℝ) (e : E) : ℝ :=
  disp x (G.head e) - disp x (G.tail e)

/-- The incidence matrix: the stretch of each bond under a unit displacement of each free site. -/
def Network.incidence (G : Network V E) : Matrix E V ℝ :=
  Matrix.of fun e i => G.stretch (Pi.single i 1) e

/-- The stiffness matrix (Hessian) of the network with spring constants `k`. -/
def Network.stiffness (G : Network V E) (k : E → ℝ) : Matrix V V ℝ :=
  G.incidenceᵀ * Matrix.diagonal k * G.incidence

/-- The preconditioner: the Laplacian of the same network with all spring constants one. -/
def Network.laplacian (G : Network V E) : Matrix V V ℝ := G.stiffness fun _ => 1

/-- One preconditioned descent step of length `τ` under the load `f`, for a network whose
Laplacian is invertible. -/
def Network.step (G : Network V E) (k : E → ℝ) (τ : ℝ) (f x : V → ℝ) : V → ℝ :=
  x - τ • (G.laplacian⁻¹ *ᵥ (G.stiffness k *ᵥ x - f))

omit [Fintype E] [DecidableEq E] in
/-- The incidence matrix maps site displacements to bond stretches. -/
theorem incidence_mulVec (G : Network V E) (x : V → ℝ) :
    G.incidence *ᵥ x = G.stretch x := by
  have hd : ∀ o : Option V, ∑ i, disp (Pi.single i 1) o * x i = disp x o := by
    intro o
    cases o <;> simp [disp, Pi.single_apply]
  ext e
  simp only [Matrix.mulVec, dotProduct, Network.incidence, Matrix.of_apply, Network.stretch,
    sub_mul, Finset.sum_sub_distrib, hd]

/-- The bilinear form of the stiffness matrix is the sum over bonds of spring constant times
the two stretches. -/
theorem stiffness_form (G : Network V E) (k : E → ℝ) (z x : V → ℝ) :
    z ⬝ᵥ G.stiffness k *ᵥ x = ∑ e, k e * (G.stretch z e * G.stretch x e) := by
  rw [Network.stiffness, ← Matrix.mulVec_mulVec, ← Matrix.mulVec_mulVec,
    Matrix.dotProduct_mulVec, Matrix.vecMul_transpose, incidence_mulVec, incidence_mulVec]
  simp only [dotProduct, Matrix.mulVec_diagonal]
  exact Finset.sum_congr rfl fun e _ => by ring

/-- The bilinear form of the Laplacian is the sum over bonds of the product of stretches. -/
theorem laplacian_form (G : Network V E) (z x : V → ℝ) :
    z ⬝ᵥ G.laplacian *ᵥ x = ∑ e, G.stretch z e * G.stretch x e := by
  rw [Network.laplacian, stiffness_form]
  simp only [one_mul]

/-- If all spring constants lie in `[a, b]`, the form of the stiffness matrix lies between
`a` and `b` times that of the Laplacian. -/
theorem energy_bounds (G : Network V E) {k : E → ℝ} {a b : ℝ}
    (hk : ∀ e, a ≤ k e ∧ k e ≤ b) (x : V → ℝ) :
    a * (x ⬝ᵥ G.laplacian *ᵥ x) ≤ x ⬝ᵥ G.stiffness k *ᵥ x ∧
      x ⬝ᵥ G.stiffness k *ᵥ x ≤ b * (x ⬝ᵥ G.laplacian *ᵥ x) := by
  rw [laplacian_form, stiffness_form, Finset.mul_sum, Finset.mul_sum]
  exact ⟨Finset.sum_le_sum fun e _ =>
      mul_le_mul_of_nonneg_right (hk e).1 (mul_self_nonneg _),
    Finset.sum_le_sum fun e _ =>
      mul_le_mul_of_nonneg_right (hk e).2 (mul_self_nonneg _)⟩

/-- If the Laplacian is positive definite, applying it undoes the preconditioner solve. -/
theorem laplacian_solve (G : Network V E) (hP : G.laplacian.PosDef) (v : V → ℝ) :
    G.laplacian *ᵥ (G.laplacian⁻¹ *ᵥ v) = v := by
  rw [Matrix.mulVec_mulVec, Matrix.mul_nonsing_inv _ hP.det_pos.ne'.isUnit, Matrix.one_mulVec]

/-- If the Laplacian is positive definite and all spring constants lie in `[a, b]`, every
complex eigenvalue of the preconditioned Hessian is real and lies in `[a, b]`. -/
theorem eigenvalue_mem (G : Network V E) (hP : G.laplacian.PosDef) {k : E → ℝ} {a b : ℝ}
    (hk : ∀ e, a ≤ k e ∧ k e ≤ b) {μ : ℂ} {v : V → ℂ} (hv : v ≠ 0)
    (h : (G.laplacian⁻¹ * G.stiffness k).map Complex.ofReal *ᵥ v = μ • v) :
    μ.im = 0 ∧ a ≤ μ.re ∧ μ.re ≤ b := by
  -- real and imaginary parts of the eigenvector
  obtain ⟨u, hu⟩ : ∃ u : V → ℝ, u = fun i => (v i).re := ⟨_, rfl⟩
  obtain ⟨w, hw⟩ : ∃ w : V → ℝ, w = fun i => (v i).im := ⟨_, rfl⟩
  have h1 : (G.laplacian⁻¹ * G.stiffness k) *ᵥ u = μ.re • u - μ.im • w := by
    ext i
    have := congrArg Complex.re (congrFun h i)
    simpa [Matrix.mulVec, dotProduct, hu, hw] using this
  have h2 : (G.laplacian⁻¹ * G.stiffness k) *ᵥ w = μ.re • w + μ.im • u := by
    ext i
    have := congrArg Complex.im (congrFun h i)
    simpa [Matrix.mulVec, dotProduct, hu, hw] using this
  have hH : ∀ z, G.stiffness k *ᵥ z
      = G.laplacian *ᵥ ((G.laplacian⁻¹ * G.stiffness k) *ᵥ z) := by
    intro z
    rw [← Matrix.mulVec_mulVec, laplacian_solve G hP]
  have eu : ∀ z, z ⬝ᵥ G.stiffness k *ᵥ u
      = μ.re * (z ⬝ᵥ G.laplacian *ᵥ u) - μ.im * (z ⬝ᵥ G.laplacian *ᵥ w) := by
    intro z
    rw [hH, h1]
    simp only [Matrix.mulVec_sub, Matrix.mulVec_smul, dotProduct_sub, dotProduct_smul,
      smul_eq_mul]
  have ew : ∀ z, z ⬝ᵥ G.stiffness k *ᵥ w
      = μ.re * (z ⬝ᵥ G.laplacian *ᵥ w) + μ.im * (z ⬝ᵥ G.laplacian *ᵥ u) := by
    intro z
    rw [hH, h2]
    simp only [Matrix.mulVec_add, Matrix.mulVec_smul, dotProduct_add, dotProduct_smul,
      smul_eq_mul]
  -- both forms are symmetric
  have sH : u ⬝ᵥ G.stiffness k *ᵥ w = w ⬝ᵥ G.stiffness k *ᵥ u := by
    rw [stiffness_form, stiffness_form]
    exact Finset.sum_congr rfl fun e _ => by ring
  have sP : u ⬝ᵥ G.laplacian *ᵥ w = w ⬝ᵥ G.laplacian *ᵥ u := by
    rw [laplacian_form, laplacian_form]
    exact Finset.sum_congr rfl fun e _ => by ring
  have nonneg : ∀ z : V → ℝ, 0 ≤ z ⬝ᵥ G.laplacian *ᵥ z := by
    intro z
    rw [laplacian_form]
    exact Finset.sum_nonneg fun e _ => mul_self_nonneg _
  have pos : ∀ z : V → ℝ, z ≠ 0 → 0 < z ⬝ᵥ G.laplacian *ᵥ z := by
    intro z hz
    have := hP.dotProduct_mulVec_pos hz
    rwa [star_trivial] at this
  have hS : 0 < u ⬝ᵥ G.laplacian *ᵥ u + w ⬝ᵥ G.laplacian *ᵥ w := by
    by_cases hu0 : u = 0
    · have hw0 : w ≠ 0 := by
        intro hw0
        apply hv
        funext i
        apply Complex.ext
        · exact (congrFun hu i).symm.trans (congrFun hu0 i)
        · exact (congrFun hw i).symm.trans (congrFun hw0 i)
      exact add_pos_of_nonneg_of_pos (nonneg u) (pos w hw0)
    · exact add_pos_of_pos_of_nonneg (pos u hu0) (nonneg w)
  have him : μ.im * (u ⬝ᵥ G.laplacian *ᵥ u + w ⬝ᵥ G.laplacian *ᵥ w) = 0 := by
    linear_combination sH - ew u + eu w - μ.re * sP
  have hre : μ.re * (u ⬝ᵥ G.laplacian *ᵥ u + w ⬝ᵥ G.laplacian *ᵥ w)
      = u ⬝ᵥ G.stiffness k *ᵥ u + w ⬝ᵥ G.stiffness k *ᵥ w := by
    linear_combination -eu u - ew w + μ.im * sP
  have bu := energy_bounds G hk u
  have bw := energy_bounds G hk w
  refine ⟨(mul_eq_zero.mp him).resolve_right hS.ne', ?_, ?_⟩
  · exact le_of_mul_le_mul_right (by linarith [bu.1, bw.1]) hS
  · exact le_of_mul_le_mul_right (by linarith [bu.2, bw.2]) hS

/-- If the Laplacian `P` is positive definite and all spring constants lie in `[a, b]` with
`a > 0`, the step `x - (2/(a+b)) P⁻¹ H x` shrinks `⟨x, P x⟩` at least by the factor
`((b-a)/(b+a))²`. -/
theorem contraction (G : Network V E) (hP : G.laplacian.PosDef) {k : E → ℝ} {a b : ℝ}
    (ha : 0 < a) (hab : a ≤ b) (hk : ∀ e, a ≤ k e ∧ k e ≤ b) (x y : V → ℝ)
    (hy : y = x - (2 / (a + b)) • (G.laplacian⁻¹ *ᵥ (G.stiffness k *ᵥ x))) :
    y ⬝ᵥ G.laplacian *ᵥ y ≤ ((b - a) / (b + a)) ^ 2 * (x ⬝ᵥ G.laplacian *ᵥ x) := by
  have hs : 0 < a + b := by linarith
  have hs' : b + a ≠ 0 := by linarith
  have hPy : G.laplacian *ᵥ y
      = G.laplacian *ᵥ x - (2 / (a + b)) • (G.stiffness k *ᵥ x) := by
    rw [hy, Matrix.mulVec_sub, Matrix.mulVec_smul, laplacian_solve G hP]
  -- the new form, written bond by bond
  have key : y ⬝ᵥ G.laplacian *ᵥ y
      = ∑ e, (1 - 2 / (a + b) * k e) * (G.stretch y e * G.stretch x e) := by
    rw [hPy, dotProduct_sub, dotProduct_smul, laplacian_form, stiffness_form, smul_eq_mul,
      Finset.mul_sum, ← Finset.sum_sub_distrib]
    exact Finset.sum_congr rfl fun e _ => by ring
  -- each bond factor is at most (b-a)/(b+a) in size
  have hfac : ∀ e, (1 - 2 / (a + b) * k e) ^ 2 ≤ ((b - a) / (b + a)) ^ 2 := by
    intro e
    have hid : ((b - a) / (b + a)) ^ 2 - (1 - 2 / (a + b) * k e) ^ 2
        = 4 * ((k e - a) * (b - k e)) / (a + b) ^ 2 := by
      rw [add_comm b a]
      field_simp
      ring
    have hnn : 0 ≤ 4 * ((k e - a) * (b - k e)) / (a + b) ^ 2 :=
      div_nonneg (mul_nonneg (by norm_num)
        (mul_nonneg (sub_nonneg.mpr (hk e).1) (sub_nonneg.mpr (hk e).2))) (sq_nonneg _)
    linarith
  have hle : ∑ e, (1 - 2 / (a + b) * k e) * (G.stretch y e * G.stretch x e)
      ≤ ∑ e, (((b - a) / (b + a)) ^ 2 / 2 * (G.stretch x e * G.stretch x e)
        + 1 / 2 * (G.stretch y e * G.stretch y e)) := by
    refine Finset.sum_le_sum fun e _ => ?_
    have h1 := mul_le_mul_of_nonneg_right (hfac e) (sq_nonneg (G.stretch x e))
    have h2 := sq_nonneg ((1 - 2 / (a + b) * k e) * G.stretch x e - G.stretch y e)
    linarith
  rw [← key, Finset.sum_add_distrib, ← Finset.mul_sum, ← Finset.mul_sum,
    ← laplacian_form, ← laplacian_form] at hle
  linarith

/-- Under a constant load with equilibrium `xeq`, a positive definite Laplacian and spring
constants in `[a, b]`, `a > 0`, the squared error in the Laplacian norm after `N` steps of
length `2/(a+b)` is at most `((b-a)/(b+a))^(2N)` times the initial one. -/
theorem convergence (G : Network V E) (hP : G.laplacian.PosDef) {k : E → ℝ} {a b : ℝ}
    (ha : 0 < a) (hab : a ≤ b) (hk : ∀ e, a ≤ k e ∧ k e ≤ b) {f xeq : V → ℝ}
    (hf : G.stiffness k *ᵥ xeq = f) (x : V → ℝ) (N : ℕ) :
    ((G.step k (2 / (a + b)) f)^[N] x - xeq) ⬝ᵥ
        G.laplacian *ᵥ ((G.step k (2 / (a + b)) f)^[N] x - xeq)
      ≤ (((b - a) / (b + a)) ^ 2) ^ N * ((x - xeq) ⬝ᵥ G.laplacian *ᵥ (x - xeq)) := by
  induction N with
  | zero => simp
  | succ N ih =>
    rw [Function.iterate_succ_apply', pow_succ', mul_assoc]
    -- the error obeys the unloaded update rule
    refine (contraction G hP ha hab hk ((G.step k (2 / (a + b)) f)^[N] x - xeq) _ ?_).trans
      (mul_le_mul_of_nonneg_left ih (sq_nonneg _))
    rw [Matrix.mulVec_sub, hf, Network.step, sub_right_comm]

/-- Two free sites, each tied by one bond to a pinned site. -/
def twoTethers : Network (Fin 2) (Fin 2) where
  head := some
  tail := fun _ => none

/-- For two separately tethered sites with spring constants `a, b > 0` the Laplacian is positive
definite, and the step of length `2/(a+b)` under zero load multiplies `⟨x, P x⟩` by exactly
`((b-a)/(b+a))²` for every displacement. -/
theorem contraction_sharp {a b : ℝ} (ha : 0 < a) (hb : 0 < b) :
    twoTethers.laplacian.PosDef ∧ ∀ x : Fin 2 → ℝ,
      twoTethers.step ![a, b] (2 / (a + b)) 0 x ⬝ᵥ
          twoTethers.laplacian *ᵥ twoTethers.step ![a, b] (2 / (a + b)) 0 x
        = ((b - a) / (b + a)) ^ 2 * (x ⬝ᵥ twoTethers.laplacian *ᵥ x) := by
  have hB : twoTethers.incidence = 1 := by
    ext i j
    simp [Network.incidence, Network.stretch, disp, twoTethers, Pi.single_apply,
      Matrix.one_apply]
  have hH : ∀ k, twoTethers.stiffness k = Matrix.diagonal k := by
    intro k
    simp [Network.stiffness, hB]
  have hL : twoTethers.laplacian = 1 := by
    rw [Network.laplacian, hH, Matrix.diagonal_one]
  have hs : a + b ≠ 0 := by positivity
  refine ⟨by rw [hL]; exact Matrix.PosDef.one, fun x => ?_⟩
  simp only [Network.step, hL, hH, inv_one, Matrix.one_mulVec, sub_zero, dotProduct,
    Fin.sum_univ_two, Pi.sub_apply, Pi.smul_apply, smul_eq_mul, Matrix.mulVec_diagonal,
    Matrix.cons_val_zero, Matrix.cons_val_one]
  rw [add_comm b a]
  field_simp
  ring

end

end PinnedSpringNetwork
```

```lean
#print axioms PinnedSpringNetwork.energy_bounds
#print axioms PinnedSpringNetwork.eigenvalue_mem
#print axioms PinnedSpringNetwork.convergence
#print axioms PinnedSpringNetwork.contraction_sharp
```

```
'PinnedSpringNetwork.energy_bounds' depends on axioms: [propext, Classical.choice, Quot.sound]
'PinnedSpringNetwork.eigenvalue_mem' depends on axioms: [propext, Classical.choice, Quot.sound]
'PinnedSpringNetwork.convergence' depends on axioms: [propext, Classical.choice, Quot.sound]
'PinnedSpringNetwork.contraction_sharp' depends on axioms: [propext, Classical.choice, Quot.sound]
```

## From bond sums to the Lean proof

`incidence_mulVec` identifies $Bx$ with the stretches; `stiffness_form` and `laplacian_form` then give the bond sums, and `energy_bounds` compares them termwise. `laplacian_solve` is $PP^{-1}v=v$, the place where invertibility enters.

In `eigenvalue_mem`, `h1` and `h2` are the real and imaginary parts of the eigenvalue equation. The symmetries `sH` and `sP` let `linear_combination` produce `him`, which removes the imaginary part, and `hre`, which is the displayed identity for the real part.

In `contraction`, `key` is the sum with $c_e$, `hfac` is $c_e^2\le q^2$, and `hle` sums the termwise inequality, obtained from $(c_es_e(x)-s_e(y))^2\ge0$. `convergence` is an induction on `N` that applies `contraction` to the error. For `contraction_sharp`, the incidence matrix is the identity, so $H$ is diagonal and the claim reduces to algebra.
